# Replacing pair distances by the centres of bins of width $w$ changes a Debye sum with real factors by at most $(qw/4)\left(\sum_i |f_i|\right)^2$

Take two identical atoms a distance $r$ apart, each with scattering factor 1. Averaged over all orientations of the pair, the intensity scattered with a change of wavevector of magnitude $q$ is

$$I(q) = 2 + 2\,\mathrm{sinc}(qr), \qquad \mathrm{sinc}\,x = \frac{\sin x}{x}, \quad \mathrm{sinc}\,0 = 1.$$

Now sort the distance into a bin of width $w$ and use the bin centre $b$ in place of $r$, so that $|r-b|\le w/2$. The function sinc never changes by more than half the change of its argument, so the intensity changes by at most

$$2\cdot\tfrac12\,|qr-qb| = q\,|r-b| \le \frac{qw}{2}.$$

For many atoms with real factors $f_i$ and distances $r_{ij}$, the intensity is the Debye sum $\sum_{i,j} f_i f_j\,\mathrm{sinc}(q r_{ij})$, and the same estimate is applied to every pair. This bears on simulation practice, where scattering patterns of liquids and glasses can be computed from distance histograms: for a finite set of atoms with real factors, it bounds the error that the bins introduce.

In Lean 4 with Mathlib:

```lean
import Mathlib

open MeasureTheory

namespace DebyeBinning

noncomputable section
```

## The cosine changes no faster than its argument

The double-angle formula and the inequality $1-\tfrac12(2u)^2\le\cos 2u$ give $1-2u^2\le 1-2\sin^2u$, hence $|\sin u|\le|u|$. Then

$$|\cos a-\cos b| = 2\left|\sin\tfrac{a+b}{2}\right|\left|\sin\tfrac{a-b}{2}\right| \le 2\cdot 1\cdot\left|\tfrac{a-b}{2}\right| = |a-b|.$$

```lean
/-- The cosine changes by no more than its argument does. -/
theorem abs_cos_sub_cos_le (a b : ℝ) : |Real.cos a - Real.cos b| ≤ |a - b| := by
  -- the bound |sin u| ≤ |u| follows from 1 - x²/2 ≤ cos x at x = 2u
  have hsin : ∀ u : ℝ, |Real.sin u| ≤ |u| := by
    intro u
    have h : 1 - (2 * u) ^ 2 / 2 ≤ Real.cos (2 * u) := Real.one_sub_sq_div_two_le_cos
    rw [Real.cos_two_mul] at h
    have h' := Real.sin_sq_add_cos_sq u
    exact sq_le_sq.mp (by nlinarith)
  have h1 := Real.abs_sin_le_one ((a + b) / 2)
  have h2 := hsin ((a - b) / 2)
  calc |Real.cos a - Real.cos b|
      = 2 * (|Real.sin ((a + b) / 2)| * |Real.sin ((a - b) / 2)|) := by
        rw [Real.cos_sub_cos, abs_mul, abs_mul, abs_neg, abs_two]
        ring
    _ ≤ 2 * (1 * |(a - b) / 2|) := by gcongr
    _ = |a - b| := by
        rw [abs_div, abs_two]
        ring
```

The local statement `hsin` is the bound on the sine. The `calc` block is the displayed chain, with `gcongr` inserting the bounds on the two sine factors.

## Sinc as an average of cosines

For $x\ne0$, the function $\sin(xt)/x$ of $t$ has derivative $\cos(xt)$, so

$$\int_0^1\cos(xt)\,dt = \frac{\sin x}{x} = \mathrm{sinc}\,x.$$

For $x=0$ the integrand is 1 and so is the integral.

```lean
/-- The function sinc is an average of cosines: sinc x is the integral of cos (x t) over
t from 0 to 1. -/
theorem sinc_eq_integral (x : ℝ) :
    Real.sinc x = ∫ t in (0 : ℝ)..1, Real.cos (x * t) := by
  rcases eq_or_ne x 0 with rfl | hx
  · simp
  · have hd : ∀ t ∈ Set.uIcc (0 : ℝ) 1,
        HasDerivAt (fun t => Real.sin (x * t) / x) (Real.cos (x * t)) t := by
      intro t _
      have h := (((hasDerivAt_id' t).const_mul x).sin).div_const x
      refine h.congr_deriv ?_
      field_simp
    have hi : IntervalIntegrable (fun t => Real.cos (x * t)) volume 0 1 :=
      Continuous.intervalIntegrable (by fun_prop) 0 1
    rw [Real.sinc_of_ne_zero hx, intervalIntegral.integral_eq_sub_of_hasDerivAt hd hi]
    simp
```

`Real.sinc` is the unnormalised function used here, without a factor $\pi$ in the argument. The proof splits into the same two cases; `hd` supplies the antiderivative and `hi` the integrability of the cosine.

## The constant one half

Subtract two such averages and apply the cosine bound at each $t$ between 0 and 1:

$$|\mathrm{sinc}\,x-\mathrm{sinc}\,y| \le \int_0^1|\cos(xt)-\cos(yt)|\,dt \le \int_0^1|x-y|\,t\,dt = \frac{|x-y|}{2}.$$

```lean
/-- The function sinc is Lipschitz on the real line with constant 1/2. -/
theorem abs_sinc_sub_sinc_le (x y : ℝ) :
    |Real.sinc x - Real.sinc y| ≤ |x - y| / 2 := by
  have hi : ∀ z : ℝ, IntervalIntegrable (fun t => Real.cos (z * t)) volume 0 1 :=
    fun z => Continuous.intervalIntegrable (by fun_prop) 0 1
  have hg : IntervalIntegrable (fun t : ℝ => |x - y| * t) volume 0 1 :=
    Continuous.intervalIntegrable (by fun_prop) 0 1
  -- compare the two cosine averages at each t
  have hb : ‖∫ t in (0 : ℝ)..1, (Real.cos (x * t) - Real.cos (y * t))‖
      ≤ ∫ t in (0 : ℝ)..1, |x - y| * t := by
    refine intervalIntegral.norm_integral_le_of_norm_le zero_le_one
      (Filter.Eventually.of_forall fun t ht => ?_) hg
    have h := abs_cos_sub_cos_le (x * t) (y * t)
    rw [← sub_mul, abs_mul, abs_of_pos ht.1] at h
    exact h
  rw [intervalIntegral.integral_sub (hi x) (hi y), ← sinc_eq_integral, ← sinc_eq_integral,
    intervalIntegral.integral_const_mul, integral_id, Real.norm_eq_abs] at hb
  exact hb.trans_eq (by ring)
```

The statement holds for all real $x$ and $y$, and makes no claim that $1/2$ is the smallest possible constant. In the proof, `hb` is the integral inequality, and the rewriting after it evaluates both sides.

## The Debye sum over ordered pairs

Write the sum over all ordered pairs, self terms included:

$$D(q;f,r)=\sum_i\sum_j f_i f_j\,\mathrm{sinc}(q r_{ij}).$$

With $r_{ii}=0$, each self term is $f_i^2$.

```lean
variable {ι : Type*} [Fintype ι]

/-- The Debye sum of f_i f_j sinc (q r_ij) over all ordered pairs of atoms, self terms
included. -/
def debyeSum (q : ℝ) (f : ι → ℝ) (r : ι → ι → ℝ) : ℝ :=
  ∑ i, ∑ j, f i * f j * Real.sinc (q * r i j)
```

The finite type `ι` labels the atoms. The factors `f` are real numbers, such as neutron scattering lengths without absorption or X-ray form factors without an imaginary part, taken at the given $q$. The array `r` may hold any real numbers: at this stage it need not be symmetric or come from positions in space.

## How distance errors add up

Replace $r_{ij}$ by $b_{ij}$. The triangle inequality, followed by the sinc bound with arguments $qr_{ij}$ and $qb_{ij}$, gives for $q\ge0$

$$|D(q;f,r)-D(q;f,b)| \le \sum_{i,j}|f_i||f_j|\,\frac q2\,|r_{ij}-b_{ij}|.$$

```lean
/-- For q ≥ 0, replacing the distances r_ij by b_ij changes the Debye sum by at most the sum of
|f_i| |f_j| (q / 2) |r_ij - b_ij| over all ordered pairs, self terms included. -/
theorem abs_debyeSum_sub_le {q : ℝ} (hq : 0 ≤ q) (f : ι → ℝ) (r b : ι → ι → ℝ) :
    |debyeSum q f r - debyeSum q f b|
      ≤ ∑ i, ∑ j, |f i| * |f j| * (q / 2 * |r i j - b i j|) := by
  simp only [debyeSum, ← Finset.sum_sub_distrib]
  refine (Finset.abs_sum_le_sum_abs _ _).trans (Finset.sum_le_sum fun i _ => ?_)
  refine (Finset.abs_sum_le_sum_abs _ _).trans (Finset.sum_le_sum fun j _ => ?_)
  rw [← mul_sub, abs_mul, abs_mul]
  have h := abs_sinc_sub_sinc_le (q * r i j) (q * b i j)
  rw [← mul_sub, abs_mul, abs_of_nonneg hq] at h
  exact mul_le_mul_of_nonneg_left (h.trans_eq (by ring)) (by positivity)
```

The triangle inequality is used twice, once for each of the nested sums. The last lines treat a single pair.

## Every distance moved by at most half a bin width

If $|r_{ij}-b_{ij}|\le w/2$ for all $i$ and $j$, each pair contributes at most $|f_i||f_j|\,qw/4$. The double sum of the weights factorises:

$$|D(q;f,r)-D(q;f,b)| \le \frac{qw}{4}\sum_i|f_i|\sum_j|f_j| = \frac{qw}{4}\Big(\sum_i|f_i|\Big)^2.$$

```lean
/-- For q ≥ 0, moving every pair distance by at most w/2 changes the Debye sum by at most
(q w / 4) (∑ |f_i|)². -/
theorem debyeSum_binning_error {q w : ℝ} (hq : 0 ≤ q) (f : ι → ℝ) (r b : ι → ι → ℝ)
    (h : ∀ i j, |r i j - b i j| ≤ w / 2) :
    |debyeSum q f r - debyeSum q f b| ≤ q * w / 4 * (∑ i, |f i|) ^ 2 := by
  calc |debyeSum q f r - debyeSum q f b|
      ≤ ∑ i, ∑ j, |f i| * |f j| * (q / 2 * |r i j - b i j|) := abs_debyeSum_sub_le hq f r b
    _ ≤ ∑ i, ∑ j, |f i| * |f j| * (q / 2 * (w / 2)) := by
        refine Finset.sum_le_sum fun i _ => Finset.sum_le_sum fun j _ => ?_
        have hij := h i j
        gcongr
    _ = q * w / 4 * (∑ i, |f i|) ^ 2 := by
        simp only [← Finset.sum_mul]
        rw [← Finset.sum_mul_sum]
        ring
```

The hypothesis `h` includes $i=j$, so this version allows the self distances to move as well. For the two atoms of the opening it gives $qw$, twice the value found there.

## Exact self terms tighten the bound

If $r_{ii}=b_{ii}$, only pairs of distinct atoms contribute, and their weights add up to

$$\sum_{i\ne j}|f_i||f_j| = \Big(\sum_i|f_i|\Big)^2-\sum_i f_i^2.$$

Multiplying by $qw/4$ gives the improved bound. For the two atoms it is $(qw/4)(4-2)=qw/2$, as in the opening; for a single atom it is zero.

```lean
variable [DecidableEq ι]

/-- For q ≥ 0, if the self distances are kept and every other distance moves by at most w/2,
the Debye sum changes by at most (q w / 4) ((∑ |f_i|)² - ∑ f_i²). -/
theorem debyeSum_binning_error_of_self {q w : ℝ} (hq : 0 ≤ q) (f : ι → ℝ)
    (r b : ι → ι → ℝ) (hself : ∀ i, r i i = b i i)
    (h : ∀ i j, i ≠ j → |r i j - b i j| ≤ w / 2) :
    |debyeSum q f r - debyeSum q f b|
      ≤ q * w / 4 * ((∑ i, |f i|) ^ 2 - ∑ i, f i ^ 2) := by
  have hdiag : ∑ i, f i ^ 2 = ∑ i, ∑ j, if i = j then f i * f j else 0 := by
    simp [pow_two]
  calc |debyeSum q f r - debyeSum q f b|
      ≤ ∑ i, ∑ j, |f i| * |f j| * (q / 2 * |r i j - b i j|) := abs_debyeSum_sub_le hq f r b
    _ ≤ ∑ i, ∑ j, (|f i| * |f j| - if i = j then f i * f j else 0) * (q * w / 4) := by
        refine Finset.sum_le_sum fun i _ => Finset.sum_le_sum fun j _ => ?_
        by_cases hij : i = j
        · subst hij
          simp [hself]
        · rw [if_neg hij, sub_zero]
          have hq2 : 0 ≤ q / 2 := by linarith
          have h' := mul_le_mul_of_nonneg_left (h i j hij) hq2
          have h4 : q / 2 * |r i j - b i j| ≤ q * w / 4 := h'.trans_eq (by ring)
          exact mul_le_mul_of_nonneg_left h4 (by positivity)
    _ = q * w / 4 * ((∑ i, |f i|) ^ 2 - ∑ i, f i ^ 2) := by
        simp only [← Finset.sum_mul, Finset.sum_sub_distrib]
        rw [← Finset.sum_mul_sum, ← hdiag]
        ring
```

The proof keeps the full double sum and subtracts the diagonal weight with an `if i = j` term. The case split `by_cases hij : i = j` then separates the self terms, which have no distance error, from the pairs, which have at most $w/2$.

## Bins, weights and one sinc per bin

Bin $k$ contains the distances from $kw$ up to, but not including, $(k+1)w$. Its centre is

$$b_k = w\left(k+\tfrac12\right).$$

```lean
/-- The centre of the k-th distance bin, which runs from k w to (k + 1) w. -/
def binCentre (w : ℝ) (k : ℤ) : ℝ := w * (k + 1 / 2)
```

A distance $r_{ij}$ belongs to the bin with index $k_{ij}=\lfloor r_{ij}/w\rfloor$. The histogram collects the weight of the distinct pairs in each bin:

$$H_k = \sum_{i\ne j,\;k_{ij}=k} f_i f_j.$$

```lean
/-- For bin width w > 0, the total weight f_i f_j of the ordered pairs of distinct atoms whose
distance falls in the k-th bin. -/
def pairHistogram (w : ℝ) (f : ι → ℝ) (r : ι → ι → ℝ) (k : ℤ) : ℝ :=
  ∑ i, ∑ j, if i ≠ j ∧ ⌊r i j / w⌋ = k then f i * f j else 0
```

Since pairs are ordered, two atoms contribute twice. $H_k$ is a weight and not a count, and it can be negative when factors of opposite sign occur. If the factors depend on $q$, so does the histogram.

The intensity is then computed from exact self terms and one sinc for each bin in a finite set $K$:

$$D_{\mathrm{hist}} = \sum_i f_i^2+\sum_{k\in K}H_k\,\mathrm{sinc}(q b_k).$$

```lean
/-- The histogram form of the Debye sum for bin width w > 0: exact self terms, plus one sinc
for each bin in the finite set K. -/
def histogramDebye (q w : ℝ) (f : ι → ℝ) (r : ι → ι → ℝ) (K : Finset ℤ) : ℝ :=
  ∑ i, f i ^ 2 + ∑ k ∈ K, pairHistogram w f r k * Real.sinc (q * binCentre w k)
```

## The histogram is a Debye sum with shifted distances

Insert the definition of $H_k$ and exchange the order of summation. If $K$ contains every occupied bin, each pair meets its own bin exactly once:

$$\sum_{k\in K}H_k\,\mathrm{sinc}(q b_k) = \sum_{i\ne j}f_i f_j\,\mathrm{sinc}(q b_{k_{ij}}).$$

The self terms $f_i^2$ are those of a Debye sum with zero self distances. Sorting pairs into bins therefore has the sole effect of moving each distance to its bin centre.

```lean
/-- If K contains every occupied bin, the histogram form equals the Debye sum in which each
distance between distinct atoms is replaced by its bin centre and self distances are zero. -/
theorem histogramDebye_eq (q w : ℝ) (f : ι → ℝ) (r : ι → ι → ℝ) (K : Finset ℤ)
    (hK : ∀ i j, i ≠ j → ⌊r i j / w⌋ ∈ K) :
    histogramDebye q w f r K
      = debyeSum q f (fun i j => if i = j then 0 else binCentre w ⌊r i j / w⌋) := by
  have hdiag : ∑ i, f i ^ 2 = ∑ i, ∑ j, if i = j then f i * f j else 0 := by
    simp [pow_two]
  -- exchange the sum over bins with the sum over pairs
  have hpair : ∑ k ∈ K, pairHistogram w f r k * Real.sinc (q * binCentre w k)
      = ∑ i, ∑ j, if i = j then 0
          else f i * f j * Real.sinc (q * binCentre w ⌊r i j / w⌋) := by
    simp only [pairHistogram, Finset.sum_mul]
    rw [Finset.sum_comm]
    refine Finset.sum_congr rfl fun i _ => ?_
    rw [Finset.sum_comm]
    refine Finset.sum_congr rfl fun j _ => ?_
    by_cases hij : i = j
    · simp [hij]
    · rw [Finset.sum_eq_single_of_mem ⌊r i j / w⌋ (hK i j hij)]
      · simp [hij]
      · intro k _ hk
        have hn : ¬ (i ≠ j ∧ ⌊r i j / w⌋ = k) := fun h => hk h.2.symm
        rw [if_neg hn, zero_mul]
  rw [histogramDebye, hdiag, hpair, debyeSum]
  simp only [← Finset.sum_add_distrib]
  refine Finset.sum_congr rfl fun i _ => Finset.sum_congr rfl fun j _ => ?_
  by_cases hij : i = j <;> simp [hij]
```

The hypothesis `hK` says that every occupied bin is in `K`. A histogram cut off at a distance that leaves out an occupied bin fails it. In the proof, `Finset.sum_comm` exchanges the sums, and `Finset.sum_eq_single_of_mem` picks out the one bin that a pair belongs to.

## The error of the histogram for atoms in space

Let the atoms sit at positions $x_i$ in three-dimensional space, with $r_{ij}=|x_i-x_j|$ and $w>0$. The floor function gives $k_{ij}\le r_{ij}/w<k_{ij}+1$. Multiplying by $w$ and subtracting the bin centre yields

$$-\frac w2\le r_{ij}-w\left(k_{ij}+\tfrac12\right)<\frac w2.$$

The self distances are zero on both sides, so the improved bound applies:

$$|D-D_{\mathrm{hist}}|\le\frac{qw}{4}\left(\Big(\sum_i|f_i|\Big)^2-\sum_i f_i^2\right).$$

```lean
/-- For atoms at positions x in space, q ≥ 0, bin width w > 0 and K containing every occupied
bin, the histogram form differs from the exact Debye sum by at most
(q w / 4) ((∑ |f_i|)² - ∑ f_i²). -/
theorem histogramDebye_error {q w : ℝ} (hq : 0 ≤ q) (hw : 0 < w) (f : ι → ℝ)
    (x : ι → EuclideanSpace ℝ (Fin 3)) (K : Finset ℤ)
    (hK : ∀ i j, i ≠ j → ⌊dist (x i) (x j) / w⌋ ∈ K) :
    |debyeSum q f (fun i j => dist (x i) (x j))
        - histogramDebye q w f (fun i j => dist (x i) (x j)) K|
      ≤ q * w / 4 * ((∑ i, |f i|) ^ 2 - ∑ i, f i ^ 2) := by
  rw [histogramDebye_eq q w f _ K hK]
  refine debyeSum_binning_error_of_self hq f _ _ (fun i => by simp) fun i j hij => ?_
  simp only [if_neg hij, binCentre]
  -- a distance lies within half a bin width of its bin centre
  have h1 := (le_div_iff₀ hw).mp (Int.floor_le (dist (x i) (x j) / w))
  have h2 := (div_lt_iff₀ hw).mp (Int.lt_floor_add_one (dist (x i) (x j) / w))
  rw [abs_le]
  constructor <;> nlinarith

end

end DebyeBinning
```

In words: for any finite set of atoms at points of `EuclideanSpace ℝ (Fin 3)`, any real factors, any $q\ge0$ and any bin width $w>0$, the histogram result lies within the stated distance of the exact Debye sum, provided that `K` contains every occupied bin. The proof rewrites the histogram with `histogramDebye_eq` and applies `debyeSum_binning_error_of_self`; `h1` and `h2` are the two floor inequalities multiplied by $w$.

The bound allows for all pair errors adding with the same sign; it is an upper limit, not an estimate of the actual error, which can be much smaller. For $N$ atoms with equal factors $f$ it reads $(qw/4)\,N(N-1)f^2$, so the bound per atom grows with $N$. The distances are those between the given points, without periodic images. The Debye sum, with its average over orientations, is the starting point and is not derived. The step from these real numbers to a running program is left open: floating-point rounding adds an error of its own, and it can put a distance close to a bin edge into the neighbouring bin.

```lean
#print axioms DebyeBinning.debyeSum_binning_error
#print axioms DebyeBinning.histogramDebye_error
```

```
'DebyeBinning.debyeSum_binning_error' depends on axioms: [propext, Classical.choice, Quot.sound]
'DebyeBinning.histogramDebye_error' depends on axioms: [propext, Classical.choice, Quot.sound]
```
